# The density's slope at the nucleus and the $q^{-4}$ tail of the X-ray form factor

Let $\rho(r)$ be a spherical electron density around a nucleus at $r=0$, and let $q>0$ be the momentum transfer. With $g(r)=r\rho(r)$, the form factor is

$$f(q)=\frac{4\pi}{q}\int_0^\infty g(r)\sin(qr)\,dr .$$

Lengths are in bohr and $q$ is in inverse bohr. In Lean, $\rho$ is a function `ℝ → ℝ`, of which only the values at $r\ge 0$ are used, and `Ioi 0` is the range $r>0$.

```lean
import Mathlib

open MeasureTheory Filter Set Topology Real

namespace FormFactorTail

noncomputable section

/-- The X-ray form factor `f(q) = (4π/q) ∫ r ρ(r) sin(qr) dr` over `r > 0` of a spherical
electron density `ρ`, for momentum transfer `q ≠ 0`. -/
def formFactor (ρ : ℝ → ℝ) (q : ℝ) : ℝ :=
  4 * π / q * ∫ r in Ioi (0 : ℝ), r * ρ r * Real.sin (q * r)
```

Write $\rho_1,\rho_2,\rho_3$ for the first three derivatives of $\rho$. The product rule gives

$$g'=\rho+r\rho_1,\qquad g''=2\rho_1+r\rho_2,\qquad g'''=3\rho_2+r\rho_3 .$$

The predicate `SmoothRadialDensity` says that these derivatives exist on $[0,\infty)$ and that $g,g',g'',g'''$ are integrable. `HasDerivWithinAt … (Ici 0)` makes the derivative at the nucleus one-sided, so a cusp is allowed there. Continuity of $\rho_3$, positivity of $\rho$ and a fixed electron number are not required. Non-spherical densities are not covered.

```lean
/-- The radial density `ρ` has successive derivatives `ρ₁, ρ₂, ρ₃` on `[0,∞)`, one-sided at the
nucleus, and `g = r ρ` and its first three derivatives are integrable. -/
structure SmoothRadialDensity (ρ ρ₁ ρ₂ ρ₃ : ℝ → ℝ) : Prop where
  deriv1 : ∀ r, 0 ≤ r → HasDerivWithinAt ρ (ρ₁ r) (Ici 0) r
  deriv2 : ∀ r, 0 ≤ r → HasDerivWithinAt ρ₁ (ρ₂ r) (Ici 0) r
  deriv3 : ∀ r, 0 ≤ r → HasDerivWithinAt ρ₂ (ρ₃ r) (Ici 0) r
  int0 : IntegrableOn (fun r => r * ρ r) (Ioi 0)
  int1 : IntegrableOn (fun r => ρ r + r * ρ₁ r) (Ioi 0)
  int2 : IntegrableOn (fun r => 2 * ρ₁ r + r * ρ₂ r) (Ioi 0)
  int3 : IntegrableOn (fun r => 3 * ρ₂ r + r * ρ₃ r) (Ioi 0)
```

## (a) Multiplying by a bounded wave

**Task.** Let $u$ be integrable on $r>0$, and let $k$ be continuous with $|k|\le 1$. Show that

$$\int_0^\infty |u(r)\,k(r)|\,dr<\infty .$$

**Solution.** The product is measurable and $|uk|\le|u|$, so its integral is bounded by that of $|u|$. Lean makes the same comparison with `Integrable.mono`. The waves needed below are $\sin(qr)$ and $\cos(qr)$.

```lean
/-- An integrable radial function stays integrable when multiplied by a continuous wave of
amplitude at most one. -/
theorem integrableOn_mul_wave {u k : ℝ → ℝ} (hu : IntegrableOn u (Ioi 0))
    (hk : Continuous k) (hb : ∀ r, |k r| ≤ 1) :
    IntegrableOn (fun r => u r * k r) (Ioi 0) := by
  refine Integrable.mono hu (hu.aestronglyMeasurable.mul hk.aestronglyMeasurable)
    (Eventually.of_forall fun r => ?_)
  rw [norm_mul]
  exact mul_le_of_le_one_right (norm_nonneg _) (hb r)
```

## (b) The integral of a derivative

**Task.** Let $F$ be differentiable on $[0,\infty)$, with $F$ and $F'$ integrable. Show that

$$\int_0^\infty F'(r)\,dr=-F(0).$$

**Solution.** Since $F(R)=F(0)+\int_0^R F'\,dr$ and $F'$ is integrable, $F(R)$ has a limit $L$ as $R\to\infty$. If $L\ne0$, then $|F|>|L|/2$ from some radius on, and $F$ is not integrable. Hence $L=0$, and the claim follows by letting $R\to\infty$. In Lean, `ht` is the statement $L=0$, and the last line applies the fundamental theorem of calculus on the half-line.

```lean
/-- If a radial function and its derivative are both integrable, the derivative integrates to
minus the value at the nucleus. -/
theorem integral_deriv_radial {F F' : ℝ → ℝ}
    (hF : ∀ r, 0 ≤ r → HasDerivWithinAt F (F' r) (Ici 0) r)
    (i : IntegrableOn F (Ioi 0)) (i' : IntegrableOn F' (Ioi 0)) :
    ∫ r in Ioi (0 : ℝ), F' r = -F 0 := by
  have hd : ∀ r ∈ Ioi (0 : ℝ), HasDerivAt F (F' r) r := fun r hr =>
    (hF r (le_of_lt hr)).hasDerivAt (Ici_mem_nhds hr)
  -- integrability of `F` and `F'` forces `F` to vanish at infinity
  have ht := tendsto_zero_of_hasDerivAt_of_integrableOn_Ioi hd i' i
  rw [integral_Ioi_of_hasDerivAt_of_tendsto (hF 0 le_rfl).continuousWithinAt hd i' ht, zero_sub]
```

## (c) Parts in a sine transform

**Task.** Let $u$ have derivative $v$ on $[0,\infty)$, both integrable. Show for every real $q$ that

$$q\int_0^\infty u\sin(qr)\,dr=u(0)+\int_0^\infty v\cos(qr)\,dr .$$

**Solution.** Differentiate

$$\frac{d}{dr}\bigl[u\cos(qr)\bigr]=v\cos(qr)-q\,u\sin(qr).$$

By (a), $u\cos(qr)$ and both terms on the right are integrable. By (b), the right side integrates to $-u(0)\cos 0=-u(0)$. Rearranging gives the claim. The Lean steps `hd` and `hI` are this derivative and this integral.

```lean
/-- Integration by parts in a sine transform, for `u` and its derivative `v` integrable:
the value of `u` at the nucleus appears as a boundary term. -/
theorem sine_by_parts {u v : ℝ → ℝ} (q : ℝ)
    (h : ∀ r, 0 ≤ r → HasDerivWithinAt u (v r) (Ici 0) r)
    (hu : IntegrableOn u (Ioi 0)) (hv : IntegrableOn v (Ioi 0)) :
    q * ∫ r in Ioi (0 : ℝ), u r * Real.sin (q * r) =
      u 0 + ∫ r in Ioi (0 : ℝ), v r * Real.cos (q * r) := by
  have hs := integrableOn_mul_wave hu (k := fun r => Real.sin (q * r)) (by fun_prop)
    (fun r => Real.abs_sin_le_one _)
  have hc := integrableOn_mul_wave hu (k := fun r => Real.cos (q * r)) (by fun_prop)
    (fun r => Real.abs_cos_le_one _)
  have hc' := integrableOn_mul_wave hv (k := fun r => Real.cos (q * r)) (by fun_prop)
    (fun r => Real.abs_cos_le_one _)
  have hd : ∀ r, 0 ≤ r → HasDerivWithinAt (fun r => u r * Real.cos (q * r))
      (v r * Real.cos (q * r) - q * (u r * Real.sin (q * r))) (Ici 0) r := by
    intro r hr
    have hw : HasDerivAt (fun r => Real.cos (q * r)) (-Real.sin (q * r) * q) r := by
      simpa using ((hasDerivAt_id r).const_mul q).cos
    exact ((h r hr).mul hw.hasDerivWithinAt).congr_deriv (by ring)
  have hI := integral_deriv_radial hd hc (Integrable.sub hc' (Integrable.const_mul hs q))
  rw [integral_sub hc' (Integrable.const_mul hs q), integral_const_mul] at hI
  simp only [mul_zero, Real.cos_zero, mul_one] at hI
  linarith
```

## (d) Parts in a cosine transform

**Task.** For the same $u$ and $v$, show that

$$q\int_0^\infty u\cos(qr)\,dr=-\int_0^\infty v\sin(qr)\,dr .$$

**Solution.** Now

$$\frac{d}{dr}\bigl[u\sin(qr)\bigr]=v\sin(qr)+q\,u\cos(qr),$$

and by (b) the right side integrates to $-u(0)\sin 0=0$. The boundary term is absent because the sine vanishes at the nucleus. The Lean proof runs as in (c).

```lean
/-- Integration by parts in a cosine transform, for `u` and its derivative `v` integrable:
there is no boundary term. -/
theorem cosine_by_parts {u v : ℝ → ℝ} (q : ℝ)
    (h : ∀ r, 0 ≤ r → HasDerivWithinAt u (v r) (Ici 0) r)
    (hu : IntegrableOn u (Ioi 0)) (hv : IntegrableOn v (Ioi 0)) :
    q * ∫ r in Ioi (0 : ℝ), u r * Real.cos (q * r) =
      -∫ r in Ioi (0 : ℝ), v r * Real.sin (q * r) := by
  have hs := integrableOn_mul_wave hu (k := fun r => Real.sin (q * r)) (by fun_prop)
    (fun r => Real.abs_sin_le_one _)
  have hc := integrableOn_mul_wave hu (k := fun r => Real.cos (q * r)) (by fun_prop)
    (fun r => Real.abs_cos_le_one _)
  have hs' := integrableOn_mul_wave hv (k := fun r => Real.sin (q * r)) (by fun_prop)
    (fun r => Real.abs_sin_le_one _)
  have hd : ∀ r, 0 ≤ r → HasDerivWithinAt (fun r => u r * Real.sin (q * r))
      (v r * Real.sin (q * r) + q * (u r * Real.cos (q * r))) (Ici 0) r := by
    intro r hr
    have hw : HasDerivAt (fun r => Real.sin (q * r)) (Real.cos (q * r) * q) r := by
      simpa using ((hasDerivAt_id r).const_mul q).sin
    exact ((h r hr).mul hw.hasDerivWithinAt).congr_deriv (by ring)
  have hI := integral_deriv_radial hd hs (Integrable.add hs' (Integrable.const_mul hc q))
  rw [integral_add hs' (Integrable.const_mul hc q), integral_const_mul] at hI
  simp only [mul_zero, Real.sin_zero, neg_zero] at hI
  linarith
```

## (e) Fast oscillations average out

**Task.** Let $h$ be integrable on $r>0$. Show that

$$\lim_{q\to\infty}\int_0^\infty h(r)\cos(qr)\,dr=0 .$$

**Solution.** Given $\varepsilon>0$, choose a step function $s$ with finitely many steps, each on a bounded interval, such that $\int_0^\infty|h-s|\,dr<\varepsilon$. On a step from $a$ to $b$,

$$\int_a^b\cos(qr)\,dr=\frac{\sin(qb)-\sin(qa)}{q}\to0 .$$

The integral with $s$ therefore tends to zero, and replacing $s$ by $h$ changes it by less than $\varepsilon$ for every $q$.

Lean takes a different route. It extends $h$ by zero to the whole line, applies Mathlib's Riemann–Lebesgue lemma for the complex Fourier transform at frequency $q/2\pi$, and takes the real part.

```lean
/-- Riemann–Lebesgue lemma on the half-line: the cosine transform of an integrable radial
function vanishes at large momentum transfer. -/
theorem riemannLebesgue_cos {h : ℝ → ℝ} (hh : IntegrableOn h (Ioi 0)) :
    Tendsto (fun q : ℝ => ∫ r in Ioi (0 : ℝ), h r * Real.cos (q * r)) atTop (𝓝 0) := by
  have hq : Tendsto (fun q : ℝ => q / (2 * π)) atTop (cocompact ℝ) :=
    (tendsto_id.atTop_div_const (by positivity)).mono_right atTop_le_cocompact
  have key := (Complex.continuous_re.tendsto 0).comp
    ((Real.tendsto_integral_exp_smul_cocompact
      (fun r => (((Ioi (0 : ℝ)).indicator h r : ℝ) : ℂ))).comp hq)
  rw [Complex.zero_re] at key
  refine key.congr fun q => ?_
  have hE : ∀ r : ℝ, Real.fourierChar (-(r * (q / (2 * π)))) •
      (((Ioi (0 : ℝ)).indicator h r : ℝ) : ℂ) =
      Complex.exp (((-(q * r) : ℝ) : ℂ) * Complex.I) *
        (((Ioi (0 : ℝ)).indicator h r : ℝ) : ℂ) := by
    intro r
    have e : 2 * π * (-(r * (q / (2 * π)))) = -(q * r) := by
      have := Real.pi_ne_zero
      field_simp
    rw [Circle.smul_def, Real.fourierChar_apply, smul_eq_mul, e]
  have hi : Integrable (fun r => (((Ioi (0 : ℝ)).indicator h r : ℝ) : ℂ)) :=
    ((integrable_indicator_iff measurableSet_Ioi).2 hh).ofReal
  have hF : Integrable (fun r : ℝ => Complex.exp (((-(q * r) : ℝ) : ℂ) * Complex.I) *
      (((Ioi (0 : ℝ)).indicator h r : ℝ) : ℂ)) := by
    refine hi.mono ((Continuous.aestronglyMeasurable (by fun_prop)).mul hi.1)
      (Eventually.of_forall fun r => ?_)
    rw [norm_mul, Complex.norm_exp_ofReal_mul_I, one_mul]
  -- the cosine transform is the real part of the Fourier transform
  simp only [Function.comp_apply, hE]
  rw [← Complex.reCLM_apply, ← Complex.reCLM.integral_comp_comm hF,
    ← integral_indicator measurableSet_Ioi]
  refine integral_congr_ae (Eventually.of_forall fun r => ?_)
  simp only [Complex.reCLM_apply, Complex.re_mul_ofReal, Complex.exp_ofReal_mul_I_re,
    Real.cos_neg]
  by_cases hr : r ∈ Ioi (0 : ℝ)
  · simp only [Set.indicator_of_mem hr, mul_comm]
  · simp only [Set.indicator_of_notMem hr, mul_zero]
```

## (f) An exact identity at every $q$

**Task.** For a smooth radial density and every real $q$, show that

$$q^3\int_0^\infty g\sin(qr)\,dr=-2\rho_1(0)-\int_0^\infty g'''\cos(qr)\,dr .$$

**Solution.** Apply (c) to $g$, (d) to $g'$ and (c) to $g''$:

$$\begin{aligned}
q^3\int_0^\infty g\sin(qr)\,dr&=q^2g(0)+q^2\int_0^\infty g'\cos(qr)\,dr\\
&=-q\int_0^\infty g''\sin(qr)\,dr\\
&=-g''(0)-\int_0^\infty g'''\cos(qr)\,dr .
\end{aligned}$$

Here $g(0)=0$ because of the factor $r$, and $g''(0)=2\rho_1(0)$. In Lean, `g1`, `g2` and `g3` are the product rules, `s1`, `s2` and `s3` are the three integrations by parts, and `linear_combination` adds them with the weights $q^2$, $q$ and $-1$.

```lean
variable {ρ ρ₁ ρ₂ ρ₃ : ℝ → ℝ}

/-- Exact form of the sine transform of `g = r ρ` for a smooth radial density: `q³` times it is
`-2ρ'(0)` minus the cosine transform of `g'''`. -/
theorem sine_transform_exact (H : SmoothRadialDensity ρ ρ₁ ρ₂ ρ₃) (q : ℝ) :
    q ^ 3 * ∫ r in Ioi (0 : ℝ), r * ρ r * Real.sin (q * r) =
      -(2 * ρ₁ 0) - ∫ r in Ioi (0 : ℝ), (3 * ρ₂ r + r * ρ₃ r) * Real.cos (q * r) := by
  -- the derivatives of `g = r ρ` by the product rule
  have g1 : ∀ r, 0 ≤ r →
      HasDerivWithinAt (fun r => r * ρ r) (ρ r + r * ρ₁ r) (Ici 0) r := fun r hr =>
    ((hasDerivWithinAt_id r _).mul (H.deriv1 r hr)).congr_deriv (by simp only [id_eq]; ring)
  have g2 : ∀ r, 0 ≤ r →
      HasDerivWithinAt (fun r => ρ r + r * ρ₁ r) (2 * ρ₁ r + r * ρ₂ r) (Ici 0) r := fun r hr =>
    ((H.deriv1 r hr).add ((hasDerivWithinAt_id r _).mul (H.deriv2 r hr))).congr_deriv
      (by simp only [id_eq]; ring)
  have g3 : ∀ r, 0 ≤ r →
      HasDerivWithinAt (fun r => 2 * ρ₁ r + r * ρ₂ r) (3 * ρ₂ r + r * ρ₃ r) (Ici 0) r :=
    fun r hr => (((H.deriv2 r hr).const_mul 2).add
      ((hasDerivWithinAt_id r _).mul (H.deriv3 r hr))).congr_deriv (by simp only [id_eq]; ring)
  -- three integrations by parts
  have s1 := sine_by_parts q g1 H.int0 H.int1
  have s2 := cosine_by_parts q g2 H.int1 H.int2
  have s3 := sine_by_parts q g3 H.int2 H.int3
  linear_combination q ^ 2 * s1 + q * s2 - s3
```

## (g) The tail coefficient

**Task.** For a smooth radial density, show that

$$\lim_{q\to\infty}q^4f(q)=-8\pi\rho_1(0).$$

**Solution.** For $q>0$ the definition and (f) give

$$q^4f(q)=4\pi q^3\int_0^\infty g\sin(qr)\,dr=-8\pi\rho_1(0)-4\pi\int_0^\infty g'''\cos(qr)\,dr ,$$

and the last integral vanishes in the limit by (e), since $g'''$ is integrable. Lean writes the limit as `Tendsto … atTop (𝓝 …)`. It first takes the limit of the right side, then shows that the two sides agree for all $q>0$.

This bears on basis sets in electronic structure: a spherical atomic density built from finitely many Gaussian functions centred on the nucleus has $\rho_1(0)=0$, so its $q^4f(q)$ tends to zero.

```lean
/-- Large-`q` tail of the form factor of a smooth radial density:
`q⁴ f(q)` tends to `-8π ρ'(0)`. -/
theorem formFactor_tail (H : SmoothRadialDensity ρ ρ₁ ρ₂ ρ₃) :
    Tendsto (fun q => q ^ 4 * formFactor ρ q) atTop (𝓝 (-8 * π * ρ₁ 0)) := by
  have hlim := ((riemannLebesgue_cos H.int3).const_mul (4 * π)).const_sub (-8 * π * ρ₁ 0)
  rw [mul_zero, sub_zero] at hlim
  refine hlim.congr' ?_
  filter_upwards [eventually_gt_atTop 0] with q hq
  have e : ∀ I : ℝ, q ^ 4 * (4 * π / q * I) = 4 * π * (q ^ 3 * I) := by
    intro I
    field_simp
  rw [formFactor, e, sine_transform_exact H q]
  ring
```

## (h) Reading the Kato cusp from the tail

**Task.** For a smooth radial density and any real $Z$, show that

$$\lim_{q\to\infty}q^4f(q)=16\pi Z\rho(0)\quad\Longleftrightarrow\quad\rho_1(0)=-2Z\rho(0).$$

**Solution.** The condition on the right is the Kato cusp condition. It stands for the balance, at a point nucleus of charge $Z$, between the Coulomb singularity and the kinetic energy in the non-relativistic Schrödinger equation. Here it is one side of an equivalence and is not derived from that equation.

If it holds, inserting it in (g) gives the limit $-8\pi\cdot(-2Z\rho(0))=16\pi Z\rho(0)$. Conversely, if the limit is $16\pi Z\rho(0)$, uniqueness of limits and (g) give $16\pi Z\rho(0)=-8\pi\rho_1(0)$, and division by $-8\pi$ gives the cusp condition. The Lean proof treats the two directions in the opposite order, with `tendsto_nhds_unique` for the uniqueness.

```lean
/-- For a smooth radial density, `q⁴ f(q)` tends to `16π Z ρ(0)` if and only if the density obeys
the Kato cusp condition `ρ'(0) = -2Z ρ(0)`. -/
theorem formFactor_tail_iff_kato (H : SmoothRadialDensity ρ ρ₁ ρ₂ ρ₃) (Z : ℝ) :
    Tendsto (fun q => q ^ 4 * formFactor ρ q) atTop (𝓝 (16 * π * Z * ρ 0)) ↔
      ρ₁ 0 = -2 * Z * ρ 0 := by
  constructor
  · intro h
    have hu := tendsto_nhds_unique h (formFactor_tail H)
    have h8 : 8 * π ≠ 0 := by positivity
    exact mul_left_cancel₀ h8 (by linear_combination hu)
  · intro h
    have e : 16 * π * Z * ρ 0 = -8 * π * ρ₁ 0 := by rw [h]; ring
    rw [e]
    exact formFactor_tail H
```

## (i) A hydrogen-like density

**Task.** For $Z>0$, show that $\rho(r)=e^{-2Zr}$ is a smooth radial density with

$$\rho_1=-2Z\rho,\qquad \rho_2=4Z^2\rho,\qquad \rho_3=-8Z^3\rho .$$

**Solution.** The derivatives follow from the chain rule. Each of $g,g',g'',g'''$ has the form $(a+br)e^{-2Zr}$; for example, $g'''=(12Z^2-8Z^3r)e^{-2Zr}$. The exponential is integrable, and $Zr\le e^{Zr}$ gives

$$r\,e^{-2Zr}\le\frac{e^{-Zr}}{Z},$$

so $re^{-2Zr}$ is integrable too. In Lean these two facts are `he` and `hre`, and `comb` forms their linear combinations.

Since $\rho(0)=1$ and $\rho_1(0)=-2Z$, the cusp condition holds, and (h) gives the limit $16\pi Z$ for this unnormalised function. The ground-state density of a one-electron atom or ion with nuclear charge $Z$ is $(Z^3/\pi)e^{-2Zr}$, for which the limit is $16Z^4$.

```lean
/-- The hydrogen-like density `exp(-2Zr)` with `Z > 0` is a smooth radial density, with the
derivatives shown. -/
theorem smoothRadialDensity_witness {Z : ℝ} (hZ : 0 < Z) :
    SmoothRadialDensity (fun r => Real.exp (-(2 * Z) * r))
      (fun r => -(2 * Z) * Real.exp (-(2 * Z) * r))
      (fun r => (2 * Z) ^ 2 * Real.exp (-(2 * Z) * r))
      (fun r => -(2 * Z) ^ 3 * Real.exp (-(2 * Z) * r)) := by
  have hd : ∀ r : ℝ, HasDerivWithinAt (fun r => Real.exp (-(2 * Z) * r))
      (Real.exp (-(2 * Z) * r) * (-(2 * Z) * 1)) (Ici 0) r := fun r =>
    ((hasDerivAt_id r).const_mul (-(2 * Z))).exp.hasDerivWithinAt
  have he : IntegrableOn (fun r => Real.exp (-(2 * Z) * r)) (Ioi 0) :=
    exp_neg_integrableOn_Ioi 0 (by positivity)
  -- `r exp(-2Zr)` is dominated by `exp(-Zr) / Z`
  have hre : IntegrableOn (fun r => r * Real.exp (-(2 * Z) * r)) (Ioi 0) := by
    refine Integrable.mono' (Integrable.const_mul (exp_neg_integrableOn_Ioi 0 hZ) Z⁻¹)
      (Continuous.aestronglyMeasurable (by fun_prop))
      (ae_restrict_of_forall_mem measurableSet_Ioi fun r hr => ?_)
    have hr0 : 0 < r := hr
    have h1 : Z * r ≤ Real.exp (Z * r) := by linarith [Real.add_one_le_exp (Z * r)]
    have h2 : Real.exp (Z * r) * Real.exp (-(2 * Z) * r) = Real.exp (-Z * r) := by
      rw [← Real.exp_add]
      congr 1
      ring
    rw [Real.norm_of_nonneg (by positivity), ← h2, inv_mul_eq_div, le_div_iff₀ hZ]
    nlinarith [mul_le_mul_of_nonneg_right h1 (Real.exp_pos (-(2 * Z) * r)).le]
  have comb : ∀ a b : ℝ, IntegrableOn (fun r => a * Real.exp (-(2 * Z) * r) +
      b * (r * Real.exp (-(2 * Z) * r))) (Ioi 0) := fun a b =>
    Integrable.add (Integrable.const_mul he a) (Integrable.const_mul hre b)
  exact
    { deriv1 := fun r _ => (hd r).congr_deriv (by ring)
      deriv2 := fun r _ => ((hd r).const_mul (-(2 * Z))).congr_deriv (by ring)
      deriv3 := fun r _ => ((hd r).const_mul ((2 * Z) ^ 2)).congr_deriv (by ring)
      int0 := hre
      int1 := (comb 1 (-(2 * Z))).congr_fun (fun r _ => by beta_reduce; ring) measurableSet_Ioi
      int2 := (comb (2 * -(2 * Z)) ((2 * Z) ^ 2)).congr_fun
        (fun r _ => by beta_reduce; ring) measurableSet_Ioi
      int3 := (comb (3 * (2 * Z) ^ 2) (-(2 * Z) ^ 3)).congr_fun
        (fun r _ => by beta_reduce; ring) measurableSet_Ioi }

end

end FormFactorTail
```

```lean
#print axioms FormFactorTail.formFactor_tail
-- 'FormFactorTail.formFactor_tail' depends on axioms: [propext, Classical.choice, Quot.sound]
#print axioms FormFactorTail.formFactor_tail_iff_kato
-- 'FormFactorTail.formFactor_tail_iff_kato' depends on axioms: [propext, Classical.choice, Quot.sound]
```
